# The Davidson energy bounds from above the ground-state energy of a CI matrix whose excited configurations are shifted by the correlation energy

A configuration interaction calculation with single and double excitations correlates one pair of electrons at a time. In a doubly excited configuration the remaining electrons could correlate too, but the excitations needed are missing. A crude remedy lowers every configuration except the reference by the correlation energy already found. The Davidson correction instead adds one term to the energy. How do the two compare?

Let $H$ be a real symmetric matrix over a finite orthonormal set of configurations, with reference $r$. The type `n` labels the configurations, and a state is a function `n → ℝ`.

```lean
import Mathlib

open Matrix

namespace DavidsonShiftedHamiltonian

noncomputable section

variable {n : Type*} [Fintype n] [DecidableEq n]
```

"Lowest eigenvalue" means the least real number that has a nonzero eigenvector.

```lean
/-- The number `μ` is the lowest eigenvalue of the real matrix `A`. -/
def IsLowestEigenvalue (A : Matrix n n ℝ) (μ : ℝ) : Prop :=
  IsLeast {ν : ℝ | ∃ v : n → ℝ, v ≠ 0 ∧ A *ᵥ v = ν • v} μ
```

For a number $E$, the shifted matrix is $\tilde H=H+\mathrm{diag}(s)$, with $s_r=0$ and $s_i=E$ for $i\neq r$. The uniform shift is a model of the missing excitations, not derived from them, and $E$ is not updated self-consistently.

```lean
/-- The Hamiltonian with `E` added to every diagonal entry except that of the reference `r`. -/
def shifted (H : Matrix n n ℝ) (r : n) (E : ℝ) : Matrix n n ℝ :=
  H + Matrix.diagonal (fun i => if i = r then 0 else E)
```

For a normalised state $x$ of energy $E$ with reference weight $w=x_r^2$, the Davidson correction is $(1-w)(E-H_{rr})$. With energies measured from the reference, so that $H_{rr}=0$, the corrected energy is $E_D=E+(1-w)E$. Below, $E_D$ denotes this expression for any $H_{rr}$.

```lean
/-- The number `E + (1 - w) E` with `w = x r ^ 2`. It is the Davidson-corrected energy when `x` is a
normalised state whose energy `E` is measured from that of the reference `r`. -/
def davidsonEnergy (E : ℝ) (x : n → ℝ) (r : n) : ℝ := E + (1 - x r ^ 2) * E
```

**(a)** Let $A$ be symmetric with lowest eigenvalue $\mu$. Show that $A-\mu 1\succeq 0$, that is, positive semidefinite.

If $(A-\mu1)v=\lambda v$ with $v\ne0$, then $Av=(\lambda+\mu)v$, so $\lambda+\mu\ge\mu$ and $\lambda\ge0$. A symmetric matrix with no negative eigenvalue is positive semidefinite. Lean takes the vectors $v$ from the spectral theorem's eigenbasis.

```lean
/-- A symmetric matrix minus its lowest eigenvalue is positive semidefinite. -/
theorem posSemidef_sub_lowest {A : Matrix n n ℝ} {μ : ℝ} (hA : A.IsSymm)
    (h : IsLowestEigenvalue A μ) : (A - μ • (1 : Matrix n n ℝ)).PosSemidef := by
  have hB : (A - μ • (1 : Matrix n n ℝ)).IsHermitian := by
    change (A - μ • (1 : Matrix n n ℝ))ᴴ = _
    rw [Matrix.conjTranspose_eq_transpose_of_trivial, Matrix.transpose_sub,
      Matrix.transpose_smul, Matrix.transpose_one, hA.eq]
  rw [hB.posSemidef_iff_eigenvalues_nonneg]
  intro j
  -- an eigenvector of the difference is an eigenvector of `A`
  have hv := hB.mulVec_eigenvectorBasis j
  rw [Matrix.sub_mulVec, Matrix.smul_mulVec, Matrix.one_mulVec] at hv
  have hle : μ ≤ hB.eigenvalues j + μ := by
    refine h.2 ⟨(hB.eigenvectorBasis j).ofLp, fun h0 => ?_, ?_⟩
    · apply hB.eigenvectorBasis.orthonormal.ne_zero j
      ext i
      simpa using congrFun h0 i
    · rw [add_smul, ← hv, sub_add_cancel]
  change (0 : ℝ) ≤ hB.eigenvalues j
  linarith
```

**(b)** Deduce the variational principle, for every $y$:
$$\mu\,(y\cdot y)\le y\cdot Ay.$$

By (a), $0\le y\cdot(A-\mu1)y=y\cdot Ay-\mu\,(y\cdot y)$.

```lean
/-- Variational principle: for a symmetric matrix `A` and any vector `y`, normalised or not, `y ⬝ᵥ A
*ᵥ y` is at least the lowest eigenvalue of `A` times the squared norm of `y`. -/
theorem variational_principle {A : Matrix n n ℝ} {μ : ℝ} (hA : A.IsSymm)
    (h : IsLowestEigenvalue A μ) (y : n → ℝ) : μ * (y ⬝ᵥ y) ≤ y ⬝ᵥ A *ᵥ y := by
  have h1 := (posSemidef_sub_lowest hA h).dotProduct_mulVec_nonneg y
  simp only [star_trivial, Matrix.sub_mulVec, Matrix.smul_mulVec, Matrix.one_mulVec,
    dotProduct_sub, dotProduct_smul, smul_eq_mul] at h1
  linarith
```

**(c)** Show that $(\tilde Hy)_i=(Hy)_i+s_iy_i$.

A diagonal matrix multiplies each component by its own entry.

```lean
/-- The shifted Hamiltonian acts as `H` plus the energy shift on all but the reference
component. -/
theorem shifted_mulVec (H : Matrix n n ℝ) (r : n) (E : ℝ) (y : n → ℝ) (i : n) :
    (shifted H r E *ᵥ y) i = (H *ᵥ y) i + (if i = r then 0 else E) * y i := by
  rw [shifted, Matrix.add_mulVec, Pi.add_apply, Matrix.mulVec_diagonal]
```

**(d)** Show that
$$y\cdot\tilde Hy=y\cdot Hy+E\,(y\cdot y-y_r^2).$$

Multiply (c) by $y_i$ and sum. The extra term is $E\sum_{i\ne r}y_i^2$, which is the stated one. In Lean, `key` rewrites each summand as the full term minus the reference term.

```lean
/-- The shift changes `y ⬝ᵥ H *ᵥ y` by `E` times the squared norm of the part of the vector `y`
outside the reference. -/
theorem shifted_expectation (H : Matrix n n ℝ) (r : n) (E : ℝ) (y : n → ℝ) :
    y ⬝ᵥ shifted H r E *ᵥ y = y ⬝ᵥ H *ᵥ y + E * (y ⬝ᵥ y - y r ^ 2) := by
  have key : ∀ i, y i * ((if i = r then 0 else E) * y i)
      = E * (y i * y i) - if i = r then E * y r ^ 2 else 0 := by
    intro i
    split_ifs with h
    · rw [h]; ring
    · ring
  simp only [dotProduct, shifted_mulVec, mul_add, Finset.sum_add_distrib, key,
    Finset.sum_sub_distrib, ← Finset.mul_sum, Finset.sum_ite_eq', Finset.mem_univ, if_true]
  ring
```

**(e)** Let $Hx=Ex$ with $x\cdot x=1$, and let $F$ be the lowest eigenvalue of $\tilde H$. Show that
$$F\le E+(1-w)E.$$

Use $x$ as trial state for $\tilde H$. By (b) and (d), $F\le x\cdot\tilde Hx=E+E(1-x_r^2)$.

The inequality holds for either sign of $E$ and any value of $H_{rr}$, and $x$ may be an excited state. When $H_{rr}=0$, so that $E_D$ is the Davidson estimate, it says that this estimate never falls below the ground-state energy of the finite, uniformly shifted model. The bound does not compare it with the full CI energy.

```lean
/-- For every normalised eigenstate `x` of `H` with energy `E`, the lowest eigenvalue of the shifted
Hamiltonian is at most `E + (1 - x r ^ 2) E`. -/
theorem shifted_lowest_le_davidson {H : Matrix n n ℝ} {r : n} {E F : ℝ} {x : n → ℝ}
    (hH : H.IsSymm) (hx : H *ᵥ x = E • x) (hn : x ⬝ᵥ x = 1)
    (hF : IsLowestEigenvalue (shifted H r E) F) : F ≤ davidsonEnergy E x r := by
  -- the eigenstate of `H` serves as trial state
  have hS : (shifted H r E).IsSymm := hH.add (Matrix.isSymm_diagonal _)
  have h := variational_principle hS hF x
  rw [shifted_expectation, hx, dotProduct_smul, hn, smul_eq_mul] at h
  unfold davidsonEnergy
  linarith
```

**(f)** Now let $H_{rr}=0$, so that energies are measured from the reference, and let $E$ be the lowest eigenvalue of $H$, the correlation energy. Show that
$$E\le0,\qquad 2E\le F.$$

The reference as trial state gives $E\le H_{rr}=0$. Take $y\neq0$ with $\tilde Hy=Fy$. Then
$$F\,(y\cdot y)=y\cdot Hy+E\,(y\cdot y-y_r^2)\ge2E\,(y\cdot y)-Ey_r^2\ge2E\,(y\cdot y).$$
Divide by $y\cdot y>0$. Lean assumes $F<2E$ and lets `nlinarith` find the contradiction.

The condition $H_{rr}=0$ cannot simply be dropped, although $H_{rr}\le0$ would suffice: for the single configuration $H=(1)$, $E=F=1$, and both inequalities fail.

```lean
/-- If the reference has energy zero and `E` is the lowest eigenvalue of `H`, then `E ≤ 0` and
the lowest eigenvalue of the shifted Hamiltonian is at least `2 E`. -/
theorem two_mul_le_shifted_lowest {H : Matrix n n ℝ} {r : n} {E F : ℝ}
    (hH : H.IsSymm) (h0 : H r r = 0) (hE : IsLowestEigenvalue H E)
    (hF : IsLowestEigenvalue (shifted H r E) F) : E ≤ 0 ∧ 2 * E ≤ F := by
  have hE0 : E ≤ 0 := by
    simpa [h0] using variational_principle hH hE (Pi.single r 1)
  refine ⟨hE0, ?_⟩
  obtain ⟨y, hy, hFy⟩ := hF.1
  have hpos : 0 < y ⬝ᵥ y :=
    lt_of_le_of_ne (Finset.sum_nonneg fun i _ => mul_self_nonneg (y i))
      (fun h => hy (dotProduct_self_eq_zero.mp h.symm))
  have h1 := variational_principle hH hE y
  have h2 := shifted_expectation H r E y
  rw [hFy, dotProduct_smul, smul_eq_mul] at h2
  by_contra hlt
  have hlt' := lt_of_not_ge hlt
  nlinarith [mul_pos (sub_pos.mpr hlt') hpos, mul_nonneg (neg_nonneg.mpr hE0) (sq_nonneg (y r))]
```

**(g)** Under the conditions of (f), with $x$ a normalised ground state of $H$, show that
$$F=E_D\iff E=0\ \text{or}\ x_r=0.$$

Suppose $F=E_D$, $E\ne0$ and $x_r\ne0$. Then $x\cdot(\tilde H-F1)x=0$. In an eigenbasis this is a sum of nonnegative terms $\lambda_kc_k^2$, so each vanishes and $\tilde Hx=Fx$. In components,
$$Ex_i+s_ix_i=Fx_i.$$
At $i=r$ this gives $F=E$; for $i\neq r$ it then gives $Ex_i=0$, so $x_i=0$. Row $r$ of $Hx=Ex$ becomes $Ex_r=H_{rr}x_r=0$, a contradiction.

Conversely, $E_D=2E$ in both cases, and (e) and (f) give $2E\le F\le 2E$.

In the smallest case, $H=(0)$, all three energies are zero.

```lean
/-- For a reference of energy zero and a normalised ground state `x` of `H`, the Davidson energy
equals the lowest eigenvalue of the shifted Hamiltonian exactly when `E = 0` or the reference
is absent from `x`. -/
theorem davidson_eq_shifted_lowest_iff {H : Matrix n n ℝ} {r : n} {E F : ℝ} {x : n → ℝ}
    (hH : H.IsSymm) (h0 : H r r = 0) (hE : IsLowestEigenvalue H E)
    (hx : H *ᵥ x = E • x) (hn : x ⬝ᵥ x = 1)
    (hF : IsLowestEigenvalue (shifted H r E) F) :
    F = davidsonEnergy E x r ↔ E = 0 ∨ x r = 0 := by
  constructor
  · intro heq
    by_contra hcon
    obtain ⟨hE0, hr⟩ := not_or.mp hcon
    -- a trial state that attains the minimum is an eigenstate of the shifted matrix
    have hP := posSemidef_sub_lowest (hH.add (Matrix.isSymm_diagonal _)) hF
    have hz := (hP.dotProduct_mulVec_zero_iff x).mp (by
      change star x ⬝ᵥ (shifted H r E - F • (1 : Matrix n n ℝ)) *ᵥ x = 0
      rw [star_trivial, Matrix.sub_mulVec, Matrix.smul_mulVec, Matrix.one_mulVec,
        dotProduct_sub, shifted_expectation, hx, dotProduct_smul, dotProduct_smul, hn, heq]
      simp only [smul_eq_mul, davidsonEnergy]
      ring)
    have hc : ∀ i, E * x i + (if i = r then 0 else E) * x i = F * x i := by
      intro i
      have h1 : ((shifted H r E - F • (1 : Matrix n n ℝ)) *ᵥ x) i = 0 := congrFun hz i
      rw [Matrix.sub_mulVec, Matrix.smul_mulVec, Matrix.one_mulVec, Pi.sub_apply,
        shifted_mulVec, hx] at h1
      simp only [Pi.smul_apply, smul_eq_mul] at h1
      linarith
    -- the reference component gives `F = E`, so all other components vanish
    have hFE : E = F := by
      have h1 := hc r
      rw [if_pos rfl, zero_mul, add_zero] at h1
      exact mul_right_cancel₀ hr h1
    have hi : ∀ i, i ≠ r → x i = 0 := by
      intro i hir
      have h1 := hc i
      rw [if_neg hir, ← hFE] at h1
      exact (mul_eq_zero.mp (by linarith : E * x i = 0)).resolve_left hE0
    have hrow : (H *ᵥ x) r = H r r * x r :=
      Finset.sum_eq_single r (fun i _ hir => by rw [hi i hir, mul_zero])
        (fun h => absurd (Finset.mem_univ r) h)
    rw [hx, h0, zero_mul, Pi.smul_apply, smul_eq_mul] at hrow
    exact (mul_ne_zero hE0 hr) hrow
  · intro h
    have hlow := (two_mul_le_shifted_lowest hH h0 hE hF).2
    have hup := shifted_lowest_le_davidson hH hx hn hF
    refine le_antisymm hup ?_
    unfold davidsonEnergy
    rcases h with h | h
    · rw [h] at hlow ⊢; linarith
    · rw [h]; linarith
```

**(h)** Let $\mu<0$ satisfy $\mu^2-d\mu-1=0$. Show that $\mu$ is the lowest eigenvalue of
$$\begin{pmatrix}0&1\\1&d\end{pmatrix}.$$

The vector $(1,\mu)$ is an eigenvector, since $1+d\mu=\mu^2$. For any eigenvalue $\nu$ with eigenvector $v$, the rows give $v_1=\nu v_0$ and $v_0+dv_1=\nu v_1$. Hence $v_0\ne0$ and $\nu^2-d\nu-1=0$. If $\nu<\mu$, subtracting the two quadratics gives $\nu+\mu=d$, so $\mu\nu=d\mu-\mu^2=-1$. But two negative numbers have a positive product.

```lean
/-- A negative root `μ` of the secular equation `μ² - d μ - 1 = 0` is the lowest eigenvalue of
the two-level Hamiltonian with unit coupling and diagonal entries `0` and `d`. -/
theorem two_level_lowest (d μ : ℝ) (hμ : μ ^ 2 - d * μ - 1 = 0) (hneg : μ < 0) :
    IsLowestEigenvalue !![0, 1; 1, d] μ := by
  constructor
  · refine ⟨![1, μ], fun h => by simpa using congrFun h 0, ?_⟩
    ext i
    fin_cases i
    · simp [Matrix.mulVec, dotProduct, Fin.sum_univ_two]
    · simp [Matrix.mulVec, dotProduct, Fin.sum_univ_two]
      linear_combination -hμ
  · rintro ν ⟨v, hv, h⟩
    have h0 : v 1 = ν * v 0 := by
      simpa [Matrix.mulVec, dotProduct, Fin.sum_univ_two] using congrFun h 0
    have h1 : v 0 + d * v 1 = ν * v 1 := by
      simpa [Matrix.mulVec, dotProduct, Fin.sum_univ_two] using congrFun h 1
    have hv0 : v 0 ≠ 0 := by
      intro h2
      apply hv
      ext i
      fin_cases i
      · simpa using h2
      · simp [h0, h2]
    have hν : ν ^ 2 - d * ν - 1 = 0 := by
      apply mul_left_cancel₀ hv0
      rw [h0] at h1
      linear_combination -h1
    by_contra hcon
    have hlt : ν < μ := lt_of_not_ge hcon
    -- two distinct roots have product `-1`, so they cannot both be negative
    have hprod : (ν - μ) * (ν + μ - d) = 0 := by linear_combination hν - hμ
    have h3 := (mul_eq_zero.mp hprod).resolve_left (sub_ne_zero.mpr hlt.ne)
    have h4 : μ * ν = -1 := by linear_combination μ * h3 - hμ
    linarith [mul_pos_of_neg_of_neg hneg (hlt.trans hneg)]
```

**(i)** For two degenerate levels with unit coupling ($d=0$) and reference $0$, show that
$$E=-1,\quad x=\tfrac{\sqrt2}{2}(1,-1),\quad F=-\tfrac{1+\sqrt5}{2}.$$

Part (h) with $d=0$ gives $E=-1$; direct multiplication confirms $Hx=-x$ and $x\cdot x=1$. The shift turns $d$ into $-1$, and the negative root of $\mu^2+\mu-1=0$ is $F$. Here $w=\tfrac12$, so $2E=-2<F\approx-1.618<E_D=-1.5$.

```lean
/-- Two degenerate levels with unit coupling have lowest eigenvalue `-1` with the stated
normalised eigenvector, and the shifted Hamiltonian has lowest eigenvalue `-(1 + √5)/2`. -/
theorem two_level_witness :
    IsLowestEigenvalue !![0, 1; 1, 0] (-1) ∧
    !![0, 1; 1, 0] *ᵥ ![√2 / 2, -(√2 / 2)] = (-1 : ℝ) • ![√2 / 2, -(√2 / 2)] ∧
    ![√2 / 2, -(√2 / 2)] ⬝ᵥ ![√2 / 2, -(√2 / 2)] = 1 ∧
    IsLowestEigenvalue (shifted !![0, 1; 1, 0] 0 (-1)) (-(1 + √5) / 2) := by
  have h2 : √2 ^ 2 = (2 : ℝ) := Real.sq_sqrt (by norm_num)
  have h5 : √5 ^ 2 = (5 : ℝ) := Real.sq_sqrt (by norm_num)
  have hs : shifted !![0, 1; 1, 0] 0 (-1) = !![0, 1; 1, -1] := by
    ext i j
    fin_cases i <;> fin_cases j <;> simp [shifted]
  refine ⟨two_level_lowest 0 (-1) (by norm_num) (by norm_num), ?_, ?_, ?_⟩
  · ext i
    fin_cases i <;> simp [Matrix.mulVec, dotProduct, Fin.sum_univ_two]
  · simp only [dotProduct, Fin.sum_univ_two, Matrix.cons_val_zero, Matrix.cons_val_one]
    linear_combination (1 / 2) * h2
  · rw [hs]
    refine two_level_lowest (-1) _ ?_ ?_
    · linear_combination (1 / 4) * h5
    · linarith [Real.sqrt_nonneg 5]

end

end DavidsonShiftedHamiltonian
```

```lean
#print axioms DavidsonShiftedHamiltonian.davidson_eq_shifted_lowest_iff
```

```
'DavidsonShiftedHamiltonian.davidson_eq_shifted_lowest_iff' depends on axioms: [propext, Classical.choice, Quot.sound]
```
